# The n-th power of a geminal with antisymmetric pairing matrix A on 2n fermionic modes is n! Pf(A) times the filled product

In variational Monte Carlo with a general pairing wave function, in which all $2n$ electrons are placed in copies of one pair state, the amplitude of a sampled configuration can be computed as the Pfaffian of a $2n\times 2n$ matrix of pair amplitudes. (If only electrons of opposite spin are paired, an $n\times n$ determinant is enough.) In second quantisation the wave function is written differently, as the $n$-th power of a pair creation operator acting on the vacuum. The step from the power to the Pfaffian fixes the prefactor and the sign of every amplitude.

## The filled amplitude is $n!\,\mathrm{Pf}(A)$

Let $t_0,\dots,t_{2n-1}$ be the creation operators of $2n$ spin orbitals, called modes below. They satisfy $t_i^2=0$ and $t_it_j=-t_jt_i$ for $i\neq j$. Let $A$ be an antisymmetric matrix, $A^{T}=-A$, with entries in a field of characteristic zero such as $\mathbb{Q}$, $\mathbb{R}$ or $\mathbb{C}$. The geminal, or pair creation operator, is

$$G=\sum_{i<j}A_{ij}\,t_it_j .$$

The Pfaffian is the signed sum over all permutations $\sigma$ of $\{0,\dots,2n-1\}$,

$$\mathrm{Pf}(A)=\frac{1}{2^n n!}\sum_{\sigma}\operatorname{sgn}(\sigma)\prod_{k=0}^{n-1}A_{\sigma(2k),\,\sigma(2k+1)} .$$

Then

$$G^n=n!\,\mathrm{Pf}(A)\;t_0t_1\cdots t_{2n-1}.$$

For $n=2$ this reads $G^2=2\,(A_{01}A_{23}-A_{02}A_{13}+A_{03}A_{12})\,t_0t_1t_2t_3$.

## Prefactor, sign and sub-block in a pairing code

The factor $n!$ is the same for every configuration with $n$ pairs, so it cancels in amplitude ratios at fixed particle number. Between sectors with different $n$ it has to be tracked. When $e^{G}$ acts on the vacuum, for example, it cancels the $1/n!$ of the exponential series, and the amplitude of each configuration with an even number of particles is the Pfaffian alone. If a code defines its pair operator by the unrestricted sum over $i$ and $j$, that operator is $2G$ and the amplitude gains a further factor $2^n$.

The sign belongs to the order $t_0t_1\cdots t_{2n-1}$. An odd reordering of the rows and columns of $A$ reverses the sign of the Pfaffian, so their order should agree, up to an even permutation, with the order of the creation operators in the code's definition of the occupied configuration.

A real basis usually has more than $2n$ modes, and the code takes the sub-block of the pairing matrix that belongs to the occupied ones. A term of $G^n$ containing an unoccupied mode cannot contribute to the chosen configuration, so the identity is applied to the geminal restricted to the occupied modes. The theorem itself does not make this selection: its $2n$ modes are all the modes there are.

## From pair products to signed permutations

**Removing the restriction $i<j$.** In the sum over all $i,j$, the diagonal terms vanish because $t_i^2=0$. For $i>j$,

$$A_{ij}t_it_j=(-A_{ji})(-t_jt_i)=A_{ji}t_jt_i,$$

so every pair is counted twice and $2G=\sum_{i,j}A_{ij}t_it_j$.

**Expanding the power.** The coefficients commute with everything. Multiplying out $n$ factors gives one term for each map $g$ from the positions $\{0,\dots,2n-1\}$ to the modes:

$$2^nG^n=\sum_g\Big(\prod_{k=0}^{n-1}A_{g(2k),\,g(2k+1)}\Big)\,t_{g(0)}t_{g(1)}\cdots t_{g(2n-1)} .$$

**Sorting the operators.** If $g$ repeats a mode, anticommutation brings the two equal operators together, at most changing the sign, and their product is zero. If $g$ repeats nothing, it is a permutation $\sigma$, because there are as many modes as positions. Sorting by neighbour exchanges then gives

$$t_{\sigma(0)}\cdots t_{\sigma(2n-1)}=\operatorname{sgn}(\sigma)\,t_0\cdots t_{2n-1}.$$

**Collecting terms.** What remains is

$$2^nG^n=\Big(\sum_\sigma\operatorname{sgn}(\sigma)\prod_{k=0}^{n-1}A_{\sigma(2k),\,\sigma(2k+1)}\Big)t_0\cdots t_{2n-1}=2^n n!\,\mathrm{Pf}(A)\,t_0\cdots t_{2n-1}.$$

Division by $2^n$ gives the identity. For $n=0$ both sides are 1.

## The identity in Lean

```lean
import Mathlib

open Equiv

namespace GeminalPfaffian

noncomputable section

variable {K R : Type*} [Field K] [Ring R] [Algebra K R] {m n : ℕ}

/-- Fermionic creation operators: each squares to zero and different ones anticommute. -/
structure Modes (t : Fin m → R) : Prop where
  sq : ∀ i, t i * t i = 0
  anti : ∀ i j, i ≠ j → t i * t j = -(t j * t i)

/-- The product of the operators `t 0, t 1, ...` in this order. -/
def orderedProduct (t : Fin m → R) : R := (List.ofFn t).prod

/-- The geminal creation operator: the sum over `i < j` of `A i j` times `t i * t j`. -/
def geminal (A : Matrix (Fin m) (Fin m) K) (t : Fin m → R) : R :=
  ∑ i, ∑ j, if i < j then A i j • (t i * t j) else 0

/-- The first position of the `k`-th pair. -/
def left (k : Fin n) : Fin (2 * n) := ⟨2 * k.val, by omega⟩

/-- The second position of the `k`-th pair. -/
def right (k : Fin n) : Fin (2 * n) := ⟨2 * k.val + 1, by omega⟩

/-- The Pfaffian of an antisymmetric matrix over a field of characteristic zero: the signed sum
over all permutations of products of paired entries, divided by `2 ^ n * n!`. -/
def pfaffian (A : Matrix (Fin (2 * n)) (Fin (2 * n)) K) : K :=
  (∑ σ : Perm (Fin (2 * n)), ((Perm.sign σ : ℤ) : K) *
    ∏ k : Fin n, A (σ (left k)) (σ (right k))) / (2 ^ n * (n.factorial : K))

private theorem pfaffian_mul [CharZero K] (A : Matrix (Fin (2 * n)) (Fin (2 * n)) K) :
    pfaffian A * (2 ^ n * (n.factorial : K)) = ∑ σ : Perm (Fin (2 * n)),
      ((Perm.sign σ : ℤ) : K) * ∏ k : Fin n, A (σ (left k)) (σ (right k)) :=
  (eq_div_iff (mul_ne_zero (pow_ne_zero n two_ne_zero)
    (Nat.cast_ne_zero.mpr n.factorial_ne_zero))).mp rfl

private theorem Modes.swap {t : Fin m → R} (ht : Modes t) (i j : Fin m) :
    t i * t j = -(t j * t i) := by
  by_cases h : i = j
  · subst h
    rw [ht.sq, neg_zero]
  · exact ht.anti i j h

private theorem exists_alternating (K : Type*) [Field K] [CharZero K] [Algebra K R]
    {t : Fin m → R} (ht : Modes t) (r : ℕ) :
    ∃ φ : (Fin m → K) [⋀^Fin r]→ₗ[K] R, ∀ g : Fin r → Fin m,
      φ (fun k => Pi.single (g k) (1 : K)) = orderedProduct (fun k => t (g k)) := by
  let f : (Fin m → K) →ₗ[K] R := Fintype.linearCombination K t
  have half : ∀ y : R, y + y = 0 → y = 0 := fun y hy => by
    have h : (2 : K)⁻¹ • (y + y) = y := by
      rw [← two_smul K y, smul_smul, inv_mul_cancel₀ two_ne_zero, one_smul]
    rw [← h, hy, smul_zero]
  -- every linear combination of the modes squares to zero
  have hf : ∀ x, f x * f x = 0 := fun x => by
    have e : f x * f x = ∑ i, ∑ j, (x i * x j) • (t i * t j) := by
      simp only [f, Fintype.linearCombination_apply, Finset.sum_mul_sum, smul_mul_smul_comm]
    have e' : f x * f x = ∑ i, ∑ j, (x j * x i) • (t j * t i) := e.trans Finset.sum_comm
    apply half
    refine (congrArg₂ (· + ·) e e').trans ?_
    simp only [← Finset.sum_add_distrib]
    refine Finset.sum_eq_zero fun i _ => Finset.sum_eq_zero fun j _ => ?_
    rw [ht.swap i j, smul_neg, mul_comm (x j) (x i), neg_add_cancel]
  refine ⟨(ExteriorAlgebra.lift K ⟨f, hf⟩).toLinearMap.compAlternatingMap
    (ExteriorAlgebra.ιMulti K r), fun g => ?_⟩
  change ExteriorAlgebra.lift K ⟨f, hf⟩ (ExteriorAlgebra.ιMulti K r _) = _
  rw [ExteriorAlgebra.ιMulti_apply, map_list_prod, List.map_ofFn]
  refine congrArg (fun u => (List.ofFn u).prod) (funext fun k => ?_)
  simp [f, Fintype.linearCombination_apply, Pi.single_apply]

/-- Reordering a product of fermionic creation operators multiplies it by the sign of the
permutation. -/
theorem orderedProduct_perm [CharZero K] {t : Fin m → R} (ht : Modes t) {r : ℕ}
    (g : Fin r → Fin m) (σ : Perm (Fin r)) :
    orderedProduct (fun k => t (g (σ k))) =
      ((Perm.sign σ : ℤ) : K) • orderedProduct (fun k => t (g k)) := by
  obtain ⟨φ, hφ⟩ := exists_alternating K ht r
  calc orderedProduct (fun k => t (g (σ k)))
      = φ (fun k => Pi.single (g (σ k)) (1 : K)) := (hφ (fun k => g (σ k))).symm
    _ = Perm.sign σ • φ (fun k => Pi.single (g k) (1 : K)) :=
        φ.map_perm (fun k => Pi.single (g k) (1 : K)) σ
    _ = _ := by
        rw [hφ g]
        rcases Int.units_eq_one_or (Perm.sign σ) with hs | hs <;> simp [hs]

/-- Pauli principle: a product of fermionic creation operators in which a mode is repeated
vanishes, in an algebra over a field of characteristic zero. -/
theorem orderedProduct_eq_zero (K : Type*) [Field K] [CharZero K] [Algebra K R]
    {t : Fin m → R} (ht : Modes t) {r : ℕ} (g : Fin r → Fin m)
    (hg : ¬ Function.Injective g) : orderedProduct (fun k => t (g k)) = 0 := by
  obtain ⟨φ, hφ⟩ := exists_alternating K ht r
  rw [← hφ g]
  exact φ.map_eq_zero_of_not_injective _ fun hinj =>
    hg fun a b hab => hinj (by simp only [hab])

private theorem sum_cons {r : ℕ} (F : (Fin (r + 1) → Fin m) → R) :
    ∑ g, F g = ∑ i, ∑ g : Fin r → Fin m, F (Fin.cons i g) := by
  let e : Fin m × (Fin r → Fin m) ≃ (Fin (r + 1) → Fin m) :=
    { toFun := fun p => Fin.cons p.1 p.2
      invFun := fun g => (g 0, Fin.tail g)
      left_inv := fun p => by simp
      right_inv := fun g => Fin.cons_self_tail g }
  rw [← Equiv.sum_comp e F, Fintype.sum_prod_type]
  rfl

private theorem pair_sum_pow (A : Matrix (Fin m) (Fin m) K) (t : Fin m → R) (n : ℕ) :
    (∑ i, ∑ j, A i j • (t i * t j)) ^ n = ∑ g : Fin (2 * n) → Fin m,
      (∏ k : Fin n, A (g (left k)) (g (right k))) • orderedProduct (fun k => t (g k)) := by
  induction n with
  | zero =>
    change _ = ∑ g : Fin 0 → Fin m, (∏ k : Fin 0, A (g (left k)) (g (right k))) •
      orderedProduct (fun k : Fin 0 => t (g k))
    simp [orderedProduct]
  | succ n ih =>
    change _ = ∑ g : Fin (2 * n + 1 + 1) → Fin m,
      (∏ k : Fin (n + 1), A (g (left k)) (g (right k))) •
        orderedProduct (fun k : Fin (2 * n + 1 + 1) => t (g k))
    -- split off the first pair of the word
    rw [sum_cons, pow_succ', ih, Finset.sum_mul]
    refine Finset.sum_congr rfl fun i _ => ?_
    rw [sum_cons, Finset.sum_mul]
    refine Finset.sum_congr rfl fun j _ => ?_
    rw [Finset.mul_sum]
    refine Finset.sum_congr rfl fun g _ => ?_
    have hw : orderedProduct (fun k => t ((Fin.cons i (Fin.cons j g : Fin (2 * n + 1) → Fin m) :
        Fin (2 * n + 1 + 1) → Fin m) k)) = t i * (t j * orderedProduct fun k => t (g k)) := by
      simp [orderedProduct, List.ofFn_succ]
    rw [hw, Fin.prod_univ_succ]
    change _ = (A i j * ∏ k : Fin n, A (g (left k)) (g (right k))) • _
    rw [smul_mul_smul_comm, mul_assoc]

/-- For an antisymmetric pairing matrix, twice the geminal is the unrestricted double sum over
modes. -/
theorem two_smul_geminal {A : Matrix (Fin m) (Fin m) K} (hA : A.transpose = -A)
    {t : Fin m → R} (ht : Modes t) :
    (2 : K) • geminal A t = ∑ i, ∑ j, A i j • (t i * t j) := by
  have key : ∀ i j, A i j • (t i * t j) = (if i < j then A i j • (t i * t j) else 0) +
      (if j < i then A j i • (t j * t i) else 0) := fun i j => by
    have hij : A i j = -A j i := congrFun (congrFun hA j) i
    rcases lt_trichotomy i j with h | h | h
    · rw [if_pos h, if_neg (lt_asymm h), add_zero]
    · subst h
      simp [ht.sq]
    · rw [if_neg (lt_asymm h), if_pos h, zero_add, hij, ht.swap i j, neg_smul, smul_neg, neg_neg]
  have h2 : ∑ i, ∑ j, (if j < i then A j i • (t j * t i) else 0) = geminal A t :=
    Finset.sum_comm
  symm
  refine (Finset.sum_congr rfl fun i _ => Finset.sum_congr rfl fun j _ => key i j).trans ?_
  simp only [Finset.sum_add_distrib]
  rw [h2, two_smul]
  rfl

private theorem geminal_pow_words {A : Matrix (Fin m) (Fin m) K} (hA : A.transpose = -A)
    {t : Fin m → R} (ht : Modes t) (n : ℕ) :
    (2 : K) ^ n • geminal A t ^ n = ∑ g : Fin (2 * n) → Fin m,
      (∏ k : Fin n, A (g (left k)) (g (right k))) • orderedProduct (fun k => t (g k)) := by
  rw [← smul_pow, two_smul_geminal hA ht, pair_sum_pow]

/-- With `2 n` modes and an antisymmetric pairing matrix over a field of characteristic zero, the
`n`-th power of the geminal is `n!` times the Pfaffian times the product of all modes in order. -/
theorem geminal_pow_eq_pfaffian [CharZero K] {A : Matrix (Fin (2 * n)) (Fin (2 * n)) K}
    (hA : A.transpose = -A) {t : Fin (2 * n) → R} (ht : Modes t) :
    geminal A t ^ n = ((n.factorial : K) * pfaffian A) • orderedProduct t := by
  have h2 : (2 : K) ^ n ≠ 0 := pow_ne_zero n two_ne_zero
  have key : (2 : K) ^ n • geminal A t ^ n =
      (2 : K) ^ n • (((n.factorial : K) * pfaffian A) • orderedProduct t) := by
    rw [geminal_pow_words hA ht, smul_smul,
      show (2 : K) ^ n * ((n.factorial : K) * pfaffian A) =
        pfaffian A * (2 ^ n * (n.factorial : K)) by ring, pfaffian_mul, Finset.sum_smul]
    symm
    -- only words that use every mode once survive
    refine Fintype.sum_of_injective (fun σ : Perm (Fin (2 * n)) => (σ : Fin (2 * n) → Fin (2 * n)))
      DFunLike.coe_injective _ _ (fun g hg => ?_) (fun σ => ?_)
    · rw [orderedProduct_eq_zero K ht g fun hinj =>
        hg ⟨Equiv.ofBijective g (Finite.injective_iff_bijective.mp hinj), rfl⟩, smul_zero]
    · have hp : orderedProduct (fun k => t (σ k)) =
          ((Perm.sign σ : ℤ) : K) • orderedProduct t := orderedProduct_perm ht id σ
      rw [hp, smul_smul, mul_comm]
  rw [← inv_smul_smul₀ h2 (geminal A t ^ n), key, inv_smul_smul₀ h2]

/-- With fewer than `2 n` modes the `n`-th power of a geminal vanishes. -/
theorem geminal_pow_eq_zero [CharZero K] (A : Matrix (Fin m) (Fin m) K)
    {t : Fin m → R} (ht : Modes t) (hm : m < 2 * n) : geminal A t ^ n = 0 := by
  have hg : geminal A t = ∑ i, ∑ j,
      (Matrix.of fun i j => if i < j then A i j else 0) i j • (t i * t j) := by
    simp [geminal, ite_smul]
  rw [hg, pair_sum_pow]
  refine Finset.sum_eq_zero fun g _ => ?_
  -- every word of length `2 n` repeats a mode
  have hinj : ¬ Function.Injective g := fun h => by
    have hc := Fintype.card_le_of_injective g h
    simp only [Fintype.card_fin] at hc
    omega
  rw [orderedProduct_eq_zero K ht g hinj, smul_zero]

/-- The generators of the exterior algebra are fermionic creation operators, and the product of
all of them is nonzero. -/
theorem modes_witness (K : Type*) [Field K] (m : ℕ) :
    Modes (fun i : Fin m => ExteriorAlgebra.ι K (Pi.single i (1 : K) : Fin m → K)) ∧
    orderedProduct (fun i : Fin m =>
      ExteriorAlgebra.ι K (Pi.single i (1 : K) : Fin m → K)) ≠ 0 := by
  refine ⟨⟨fun i => ExteriorAlgebra.ι_sq_zero _, fun i j _ =>
    eq_neg_of_add_eq_zero_left (ExteriorAlgebra.ι_add_mul_swap _ _)⟩, fun h => ?_⟩
  -- the determinant detects the filled state
  let F : ∀ i, (Fin m → K) [⋀^Fin i]→ₗ[K] K := Pi.single m Matrix.detRowAlternating
  have h1 : ExteriorAlgebra.ιMulti K m (fun i => (Pi.single i (1 : K) : Fin m → K)) = 0 := by
    rw [ExteriorAlgebra.ιMulti_apply]
    exact h
  have h2 := congrArg (ExteriorAlgebra.liftAlternating (R := K) F) h1
  rw [ExteriorAlgebra.liftAlternating_apply_ιMulti, map_zero] at h2
  have hF : F m = Matrix.detRowAlternating := Pi.single_eq_same _ _
  have hone : (Matrix.of fun i : Fin m => (Pi.single i (1 : K) : Fin m → K)) =
      (1 : Matrix (Fin m) (Fin m) K) := by
    ext i j
    by_cases hij : i = j
    · subst hij
      simp
    · simp [hij, Ne.symm hij]
  rw [hF] at h2
  have h3 : Matrix.det (Matrix.of fun i : Fin m => (Pi.single i (1 : K) : Fin m → K)) = 0 := h2
  rw [hone, Matrix.det_one] at h3
  exact one_ne_zero h3

end

end GeminalPfaffian
```

```lean
#print axioms GeminalPfaffian.geminal_pow_eq_pfaffian
#print axioms GeminalPfaffian.geminal_pow_eq_zero
```

```
'GeminalPfaffian.geminal_pow_eq_pfaffian' depends on axioms: [propext, Classical.choice, Quot.sound]
'GeminalPfaffian.geminal_pow_eq_zero' depends on axioms: [propext, Classical.choice, Quot.sound]
```

The main theorem is `geminal_pow_eq_pfaffian`. Its coefficients lie in the field `K` and its operators in a `K`-algebra `R`, which need not be commutative. `Fin (2 * n)` labels the modes from 0 to $2n-1$, and `Modes t` states the two algebraic rules for creation operators. The definitions `geminal`, `pfaffian` and `orderedProduct` are $G$, $\mathrm{Pf}$ and the product in increasing order, while `left k` and `right k` are the positions $2k$ and $2k+1$. The symbol `•` multiplies an operator by a scalar.

The hypothesis `hA` uses the plain transpose, so a complex pairing matrix must be antisymmetric, not anti-Hermitian. It expresses the antisymmetry of the two-fermion amplitude. For an arbitrary matrix the formula can fail, since `geminal` reads only the upper triangle and `pfaffian` reads both. With $n=1$, $A_{01}=1$ and all other entries zero, $G=t_0t_1$ but `pfaffian A` is $1/2$. If a code stores only the upper triangle, with zeros elsewhere, this definition returns $2^{-n}$ times the Pfaffian of the full antisymmetric matrix. Filling in the lower triangle first avoids this factor.

The proof follows the derivation, with a different argument for the sorting:

- `two_smul_geminal` removes the restriction $i<j$ by comparing the cases $i<j$, $i=j$ and $i>j$.
- `pair_sum_pow` expands the power by induction on $n$, splitting off the first two operators of each product with `sum_cons`.
- `exists_alternating` replaces neighbour exchanges. It shows that every combination $\sum_i x_it_i$ squares to zero, so the universal property of the exterior algebra supplies an alternating multilinear map whose values on unit vectors are the operator products.
- `orderedProduct_perm` and `orderedProduct_eq_zero` read off from this map the sign of a reordering and the vanishing of products with a repeated mode.

In the main theorem, `Fintype.sum_of_injective` reduces the sum over maps to a sum over permutations, `pfaffian_mul` clears the denominator of the Pfaffian, and the factor $2^n$ is cancelled at the end.

## A checked prefactor and sign, with the numerics left open

The theorem guarantees the coefficient $n!\,\mathrm{Pf}(A)$, including its sign, for every $n$ and every antisymmetric $A$ over a field of characteristic zero. Two further results support its use:

- `geminal_pow_eq_zero` shows that $G^n=0$ when there are fewer than $2n$ modes, for any matrix $A$. This is the Pauli principle for $n$ pairs.
- `modes_witness` shows that the generators of the exterior algebra satisfy `Modes` and that their filled product is nonzero, because the determinant of the unit vectors is 1. In that algebra the coefficient of the filled product is therefore unique. In an arbitrary `R` the filled product may be zero, and the identity then says only that $G^n=0$.

The statement is purely algebraic. It contains no vacuum, inner product or normalisation, so $n!\,\mathrm{Pf}(A)$ is the amplitude of an unnormalised state. A Jastrow factor, or a product of different geminals, needs its own treatment.

The definition of `pfaffian` sums over $(2n)!$ permutations and is a specification, not an algorithm. Whether a factorisation routine returns this number with the right sign, and how rounding affects it, has to be established separately. Small matrices can be compared directly with the permutation sum.
